# To first order at an idempotent density matrix, the purification steps $X^2$ and $2X-X^2$ leave the occupied–virtual error unchanged

The density matrix is taken to be an idempotent element $P$ of an arbitrary ring, and a purification run to be a finite list of the steps $X\mapsto X^2$ and $X\mapsto 2X-X^2$, each acting on an error $E$ through its linear part at $P$. With $Q=1-P$, a run of $n+1$ squarings turns $E$ into $2^{n+1}PEP+PEQ+QEP$, while any run that contains both kinds of step leaves exactly $PEQ+QEP$.

In Lean 4 with Mathlib:

```lean
import Mathlib

namespace PurificationErrorPropagation

variable {R : Type*} [Ring R]

/-- The first-order action `A(E) = PE + EP` of the squaring step `X ↦ X²` on an error `E`. -/
def squareLin (P E : R) : R := P * E + E * P

/-- The first-order action `B(E) = 2E - PE - EP` of the reflected step `X ↦ 2X - X²` on an
error `E`. -/
def reflectLin (P E : R) : R := 2 * E - P * E - E * P

/-- The occupied-virtual part `PEQ + QEP` of an error, with `Q = 1 - P`. -/
def offDiag (P E : R) : R := P * E * (1 - P) + (1 - P) * E * P

/-- The two kinds of purification step: `X ↦ X²` and `X ↦ 2X - X²`. -/
inductive Step
  | square
  | reflect

/-- The first-order action of a purification step on an error. -/
def Step.lin (P : R) : Step → R → R
  | .square, E => squareLin P E
  | .reflect, E => reflectLin P E

/-- The factor assigned to the occupied block: 2 for squaring, 0 for the reflected step. -/
def Step.occGain : Step → ℕ
  | .square => 2
  | .reflect => 0

/-- The factor assigned to the virtual block: 0 for squaring, 2 for the reflected step. -/
def Step.virGain : Step → ℕ
  | .square => 0
  | .reflect => 2

/-- The first-order error after a list of purification steps, the head of the list acting
first. -/
def propagate (P : R) : List Step → R → R
  | [], E => E
  | s :: l, E => propagate P l (s.lin P E)

/-- At an idempotent `P`, the squaring step and the reflected step have linear parts `A(E)` and
`B(E)`, with remainders `E²` and `-E²`. -/
theorem step_expansions {P : R} (hP : P * P = P) (E : R) :
    (P + E) ^ 2 = P + squareLin P E + E * E ∧
      2 * (P + E) - (P + E) ^ 2 = P + reflectLin P E - E * E := by
  have h : (P + E) ^ 2 = P + squareLin P E + E * E := by
    have h' : (P + E) * (P + E) = P * P + (P * E + E * P) + E * E := by noncomm_ring
    rw [sq, h', hP, squareLin]
  refine ⟨h, ?_⟩
  rw [h]
  simp only [squareLin, reflectLin]
  noncomm_ring

/-- To first order, the squaring step doubles the occupied block of an error, removes the virtual
block and keeps the occupied-virtual part. -/
theorem square_blocks {P : R} (hP : P * P = P) (E : R) :
    P * squareLin P E * P = 2 • (P * E * P) ∧
      (1 - P) * squareLin P E * (1 - P) = 0 ∧
      offDiag P (squareLin P E) = offDiag P E := by
  simp only [squareLin, offDiag]
  refine ⟨?_, ?_, ?_⟩
  · have h : P * (P * E + E * P) * P = P * P * E * P + P * E * (P * P) := by noncomm_ring
    rw [h, hP, two_nsmul]
  · have h : (1 - P) * (P * E + E * P) * (1 - P)
        = (P - P * P) * E * (1 - P) + (1 - P) * E * (P - P * P) := by noncomm_ring
    rw [h, hP]
    simp only [sub_self, mul_zero, zero_mul, add_zero]
  · have h : P * (P * E + E * P) * (1 - P) + (1 - P) * (P * E + E * P) * P
        = P * P * E * (1 - P) + P * E * (P - P * P) + (P - P * P) * E * P
          + (1 - P) * E * (P * P) := by noncomm_ring
    rw [h, hP]
    simp only [sub_self, mul_zero, zero_mul, add_zero]

/-- Exchanging occupied and virtual spaces turns the first-order action of the squaring step into
that of the reflected step, preserves idempotency and preserves the occupied-virtual part. -/
theorem particle_hole {P : R} (hP : P * P = P) :
    (1 - P) * (1 - P) = 1 - P ∧ reflectLin P = squareLin (1 - P) ∧
      offDiag (1 - P) = offDiag P := by
  refine ⟨?_, ?_, ?_⟩
  · have h : (1 - P) * (1 - P) = 1 - P - (P - P * P) := by noncomm_ring
    rw [h, hP, sub_self, sub_zero]
  · funext E
    simp only [reflectLin, squareLin]
    noncomm_ring
  · funext E
    simp only [offDiag, sub_sub_cancel]
    exact add_comm _ _

/-- To first order, the reflected step removes the occupied block of an error, doubles the virtual
block and keeps the occupied-virtual part. -/
theorem reflect_blocks {P : R} (hP : P * P = P) (E : R) :
    P * reflectLin P E * P = 0 ∧
      (1 - P) * reflectLin P E * (1 - P) = 2 • ((1 - P) * E * (1 - P)) ∧
      offDiag P (reflectLin P E) = offDiag P E := by
  obtain ⟨hQ, hB, hO⟩ := particle_hole hP
  obtain ⟨h1, h2, h3⟩ := square_blocks hQ E
  rw [sub_sub_cancel] at h2
  rw [hO] at h3
  rw [hB]
  exact ⟨h2, h1, h3⟩

/-- After `n + 1` squaring steps the first-order error is `2ⁿ⁺¹ PEP + PEQ + QEP`. -/
theorem square_iterate {P : R} (hP : P * P = P) (n : ℕ) (E : R) :
    (squareLin P)^[n + 1] E = (2 ^ (n + 1) : ℕ) • (P * E * P) + offDiag P E := by
  induction n generalizing E with
  | zero =>
    rw [zero_add, Function.iterate_one, pow_one, two_nsmul]
    simp only [squareLin, offDiag]
    noncomm_ring
  | succ n ih =>
    obtain ⟨h1, _, h3⟩ := square_blocks hP E
    rw [Function.iterate_succ_apply, ih, h1, h3, smul_smul, ← pow_succ]

/-- After `n + 1` reflected steps the first-order error is `2ⁿ⁺¹ QEQ + PEQ + QEP`. -/
theorem reflect_iterate {P : R} (hP : P * P = P) (n : ℕ) (E : R) :
    (reflectLin P)^[n + 1] E
      = (2 ^ (n + 1) : ℕ) • ((1 - P) * E * (1 - P)) + offDiag P E := by
  obtain ⟨hQ, hB, hO⟩ := particle_hole hP
  rw [hB, ← hO]
  exact square_iterate hQ n E

/-- To first order, any list of steps multiplies the occupied and virtual blocks of the error by the
products of their gains and leaves the occupied-virtual part unchanged. -/
theorem propagate_eq {P : R} (hP : P * P = P) (l : List Step) (E : R) :
    propagate P l E = (l.map Step.occGain).prod • (P * E * P)
      + (l.map Step.virGain).prod • ((1 - P) * E * (1 - P)) + offDiag P E := by
  induction l generalizing E with
  | nil =>
    -- with no step taken this is the block decomposition of the error
    simp only [propagate, List.map_nil, List.prod_nil, one_nsmul, offDiag]
    noncomm_ring
  | cons s l ih =>
    rw [propagate, ih]
    cases s with
    | square =>
      obtain ⟨h1, h2, h3⟩ := square_blocks hP E
      simp only [Step.lin, h1, h2, h3, List.map_cons, List.prod_cons, Step.occGain,
        Step.virGain, smul_zero, zero_mul, zero_smul, smul_smul, Nat.mul_comm]
    | reflect =>
      obtain ⟨h1, h2, h3⟩ := reflect_blocks hP E
      simp only [Step.lin, h1, h2, h3, List.map_cons, List.prod_cons, Step.occGain,
        Step.virGain, smul_zero, zero_mul, zero_smul, smul_smul, Nat.mul_comm]

/-- Any list of steps that contains both kinds reduces the first-order error to
`PEQ + QEP`. -/
theorem propagate_mixed {P : R} (hP : P * P = P) {l : List Step}
    (hs : Step.square ∈ l) (hr : Step.reflect ∈ l) (E : R) :
    propagate P l E = offDiag P E := by
  -- one vanishing gain is enough to remove each diagonal block
  have h1 : (l.map Step.occGain).prod = 0 :=
    List.prod_eq_zero (List.mem_map.mpr ⟨Step.reflect, hr, rfl⟩)
  have h2 : (l.map Step.virGain).prod = 0 :=
    List.prod_eq_zero (List.mem_map.mpr ⟨Step.square, hs, rfl⟩)
  rw [propagate_eq hP, h1, h2, zero_smul, zero_smul, zero_add, zero_add]

/-- One squaring step and one reflected step, in either order, leave the first-order error `PEQ +
QEP`. -/
theorem square_reflect {P : R} (hP : P * P = P) (E : R) :
    squareLin P (reflectLin P E) = P * E * (1 - P) + (1 - P) * E * P ∧
      reflectLin P (squareLin P E) = P * E * (1 - P) + (1 - P) * E * P :=
  ⟨propagate_mixed hP (l := [Step.reflect, Step.square]) (by simp) (by simp) E,
    propagate_mixed hP (l := [Step.square, Step.reflect]) (by simp) (by simp) E⟩

/-- The projector on the first of two orbitals. -/
def twoLevel : Matrix (Fin 2) (Fin 2) ℝ := !![1, 0; 0, 0]

/-- The two-orbital projector is idempotent, and to first order `n + 1` squaring steps multiply the
occupied entry of a general error matrix by `2ⁿ⁺¹`, keep the off-diagonal entries and remove the
last entry. -/
theorem square_iterate_witness (a b c d : ℝ) (n : ℕ) :
    twoLevel * twoLevel = twoLevel ∧
      (squareLin twoLevel)^[n + 1] !![a, b; c, d] = !![2 ^ (n + 1) * a, b; c, 0] := by
  have h : twoLevel * twoLevel = twoLevel := by
    ext i j
    fin_cases i <;> fin_cases j <;> simp [twoLevel, Matrix.mul_apply, Fin.sum_univ_succ]
  refine ⟨h, ?_⟩
  -- the complementary projector, written out
  have hQ : 1 - twoLevel = !![0, 0; 0, 1] := by
    ext i j
    fin_cases i <;> fin_cases j <;> simp [twoLevel]
  rw [square_iterate h, offDiag, hQ]
  ext i j
  fin_cases i <;> fin_cases j <;> simp [twoLevel]

end PurificationErrorPropagation
```

```lean
#print axioms PurificationErrorPropagation.step_expansions
#print axioms PurificationErrorPropagation.reflect_iterate
#print axioms PurificationErrorPropagation.propagate_eq
#print axioms PurificationErrorPropagation.square_reflect
```

```
'PurificationErrorPropagation.step_expansions' depends on axioms: [propext]
'PurificationErrorPropagation.reflect_iterate' depends on axioms: [propext, Quot.sound]
'PurificationErrorPropagation.propagate_eq' depends on axioms: [propext, Quot.sound]
'PurificationErrorPropagation.square_reflect' depends on axioms: [propext, Quot.sound]
```

## Errors, blocks and runs as ring elements and lists

The type `R` is any ring with a unit, not necessarily commutative. Real or complex matrices of any finite size are the case of most interest. The only condition on $P$ is `hP : P * P = P`, which for a Hermitian density matrix of one spin channel, written in an orthonormal basis, says that every natural orbital (eigenvector of $P$) has occupation 1 or 0. The basis orbitals themselves may have fractional occupations. Neither $P$ nor $E$ has to be Hermitian, and $E$ is otherwise arbitrary.

The two linear parts are

$$A(E)=PE+EP,\qquad B(E)=2E-PE-EP,$$

written `squareLin P E` and `reflectLin P E`. The function `offDiag P E` is the occupied–virtual part of the error, for which I write $O(E)=PEQ+QEP$; the letter $O$ is not an order symbol here, and the formulas containing it are exact. The remaining blocks are $PEP$, within the occupied space, and $QEQ$, within the virtual space.

A ring has no notion of a small element, so "first order" is given an algebraic meaning. The theorem `step_expansions` states two exact identities,

$$(P+E)^2=P+A(E)+E^2,\qquad 2(P+E)-(P+E)^2=P+B(E)-E^2,$$

and the first-order part is the term linear in $E$, which is $A(E)$ for the first step and $B(E)$ for the second.

A run is a `List Step`, and `propagate P l E` lets the head of the list act first. Each step carries two gains: `occGain` is 2 for squaring and 0 for the reflected step, and `virGain` is the reverse. If $g_{\rm occ}$ and $g_{\rm vir}$ are the products of these gains over the list, `propagate_eq` says that the error after the run is

$$g_{\rm occ}\,PEP+g_{\rm vir}\,QEQ+O(E).$$

For the empty list both products are 1 and the expression is $E$ itself. The theorems `square_iterate` and `reflect_iterate` treat repetitions of a single step. Their exponent is $n+1$ with $n\ge 0$, because with no step taken the error still has all its blocks. The case of one step of each kind, in either order, is `square_reflect`.

## What happens to a truncation error near convergence

In linear-scaling electronic structure, small matrix elements are discarded to keep the density matrix sparse. For a fixed one-electron Hamiltonian, the result describes how one such error, made close to the converged $P$, passes through later steps that are themselves carried out exactly, to first order in the error.

The gains can be read off from the scalar functions. The slope of $x^2$ is 2 at occupation 1 and 0 at occupation 0. The slope of $2x-x^2$ is 0 at occupation 1 and 2 at occupation 0. Each step therefore repairs one end of the occupation spectrum and doubles the error at the other.

The occupied–virtual part behaves differently. For Hermitian $P$ and $E$, its first-order effect is to rotate the occupied space and leave the occupations alone. Both steps map an exact projector to itself, so they have no means of telling the rotated projector from the intended one. An error of this kind stays in the density matrix however many steps follow.

Since both steps fix $P$, the linear part of a composition is the composition of the linear parts, and this is why `propagate` describes a whole run; the file itself proves the expansion for single steps only. The neglected terms need some care after a long series of equal steps. As long as $2^n|\varepsilon|$ is small, an occupation $1+\varepsilon$ becomes about $1+2^n\varepsilon$ after $n$ squarings, and a reflected step then gives about $1-(2^n\varepsilon)^2$. The first-order error has vanished, but the remainder is small only if $2^n\varepsilon$ is small. New truncations at each step, and the response of a self-consistent Hamiltonian to the error, are not part of the model.

## The gains 2, 0 and 1, block by block

The expansions come first. Multiplying out without exchanging factors gives

$$(P+E)^2=P^2+PE+EP+E^2=P+A(E)+E^2,$$

and subtracting this from $2P+2E$ gives

$$2(P+E)-(P+E)^2=P+(2E-PE-EP)-E^2=P+B(E)-E^2.$$

In `step_expansions`, `noncomm_ring` does the multiplying out, and rewriting with `hP` replaces $P^2$ by $P$.

For the blocks one needs $PQ=P-P^2=0$ and likewise $QP=0$. Then

$$\begin{aligned}
P\,A(E)\,P&=P^2EP+PEP^2=2\,PEP,\\
Q\,A(E)\,Q&=QPEQ+QEPQ=0,\\
P\,A(E)\,Q&=P^2EQ+PEPQ=PEQ,\\
Q\,A(E)\,P&=QPEP+QEP^2=QEP.
\end{aligned}$$

The last two lines add up to $O(A(E))=O(E)$. This is `square_blocks`. Since `noncomm_ring` knows nothing of idempotency, each part first rearranges the expression until $P^2$ or $P-P^2$ stands in it explicitly. Rewriting with `hP` then finishes the calculation.

The reflected step needs no second calculation. Exchanging $P$ and $Q$ in $A$ gives

$$QE+EQ=(1-P)E+E(1-P)=2E-PE-EP=B(E).$$

Moreover, $Q^2=1-2P+P^2=1-P=Q$, and $O(E)$ is symmetric under the exchange. These three facts form `particle_hole`. Applying the squaring result to $Q$ gives

$$P\,B(E)\,P=0,\qquad Q\,B(E)\,Q=2\,QEQ,\qquad O(B(E))=O(E),$$

which is how `reflect_blocks` is proved, with `sub_sub_cancel` turning $1-(1-P)$ back into $P$.

## From one step to powers and mixed runs

For one squaring, insert $1=P+Q$ next to $E$:

$$A(E)=PE(P+Q)+(P+Q)EP=2\,PEP+O(E).$$

Suppose that $A^{n+1}(F)=2^{n+1}PFP+O(F)$ for every error $F$. Taking $F=A(E)$ and using the block results,

$$A^{n+2}(E)=A^{n+1}(A(E))=2^{n+1}\,P\,A(E)\,P+O(A(E))=2^{n+2}\,PEP+O(E).$$

These are the two cases of the induction in `square_iterate`. The exchange of $P$ and $Q$ then gives

$$B^{n+1}(E)=2^{n+1}QEQ+O(E).$$

In `reflect_iterate` this is a rewrite followed by `square_iterate` for $Q$. The rewrite works inside the iterate because `particle_hole` states that `reflectLin P` and `squareLin (1 - P)` are equal as functions.

For a general run, `propagate_eq` uses induction on the list. The empty list gives the decomposition $E=PEP+QEQ+O(E)$. If the list starts with a squaring, and the remaining steps have gain products $g'_{\rm occ}$ and $g'_{\rm vir}$, the final error is

$$g'_{\rm occ}\,P\,A(E)\,P+g'_{\rm vir}\,Q\,A(E)\,Q+O(A(E))
=2g'_{\rm occ}\,PEP+0\cdot QEQ+O(E).$$

If it starts with a reflected step, the final error is

$$g'_{\rm occ}\,P\,B(E)\,P+g'_{\rm vir}\,Q\,B(E)\,Q+O(B(E))
=0\cdot PEP+2g'_{\rm vir}\,QEQ+O(E).$$

In both cases the coefficients are the products for the full list. The `cases s` in the proof makes this distinction.

A run with a reflected step has a factor 0 in $g_{\rm occ}$, and a run with a squaring has a factor 0 in $g_{\rm vir}$. If both occur, only $O(E)$ is left, whatever their order and number. This is `propagate_mixed`, where `List.prod_eq_zero` turns one vanishing factor into a vanishing product. For the two-step lists it gives

$$A(B(E))=B(A(E))=PEQ+QEP.$$

The two-orbital example makes the doubling visible. With the first orbital occupied,

$$P=\begin{pmatrix}1&0\\0&0\end{pmatrix},\quad
E=\begin{pmatrix}a&b\\c&d\end{pmatrix},\quad
A^{n+1}(E)=\begin{pmatrix}2^{n+1}a&b\\c&0\end{pmatrix}.$$

The proof of `square_iterate_witness` checks that $P$ is idempotent, writes out $Q$, and compares the four entries after applying `square_iterate`.

## An induction hypothesis for every error

Both inductions turn on two words, `generalizing E`. The lemma `Function.iterate_succ_apply` splits off the step that acts first: it rewrites `f^[n + 1] x` as `f^[n] (f x)`. After this rewrite the shorter run no longer starts from $E$ but from $A(E)$, and an induction hypothesis about the original $E$ alone would not apply to it.

With `generalizing E`, the hypothesis `ih` holds for all errors. The rewrite with `ih` then picks $A(E)$ as the error in question, just as $F=A(E)$ was chosen above. What remains are the blocks of $A(E)$, and `square_blocks` expresses these through the blocks of $E$.

The same holds for lists. The definition of `propagate` passes the changed error `s.lin P E` on to the tail of the list, so the hypothesis for the tail is needed at that changed error. The induction thus follows the run in chronological order, with each step handing its output to the rest.
